# Non-negative quadratic forms from powers of 1 + c⟨gᵢ, gⱼ⟩ for finitely many real vectors and c ≥ 0

For a finite family of vectors gᵢ in a real inner product space, a real c ≥ 0 and a natural number m, the theorem states that ∑ᵢⱼ yᵢ yⱼ (1 + c⟨gᵢ, gⱼ⟩)ᵐ ≥ 0 for all real coefficients yᵢ. In other words, the matrix of these powers of shifted and scaled overlaps is positive semidefinite. The vectors need be neither normalised nor linearly independent, and the space may be infinite-dimensional. The proof is by induction on m: at m = 0 the form is the square of ∑ᵢ yᵢ. For the step, the inner product is expanded in an orthonormal basis of the span of the gᵢ, so that the form of power m + 1 becomes a form of power m plus c times a sum of such forms with modified coefficients.

This version doesn't compile in Lean 4 with Mathlib:

```lean
import Mathlib

open Matrix Filter Topology
open scoped InnerProductSpace

namespace GramPowNonneg

noncomputable section

variable {n E : Type*} [NormedAddCommGroup E]

variable [InnerProductSpace ℝ E] [Fintype n]

/-- For `c ≥ 0`, every entrywise natural-number power of the kernel `1 + c ⟪g i, g j⟫` has a
non-negative quadratic form. -/
theorem gram_pow_nonneg (g : n → E) {c : ℝ} (hc : 0 ≤ c) (m : ℕ) (y : n → ℝ) :
    0 ≤ ∑ i, ∑ j, y i * y j * (1 + c * ⟪g i, g j⟫_ℝ) ^ m := by
  -- coordinates of the displacements in an orthonormal basis of their span
  let S := Submodule.span ℝ (Set.range g)
  haveI : FiniteDimensional ℝ S := FiniteDimensional.span_of_finite ℝ (Set.finite_range g)
  let b := stdOrthonormalBasis ℝ S
  let v : n → S := fun i => ⟨g i, Submodule.subset_span ⟨i, rfl⟩⟩
  have hG : ∀ i j, ⟪g i, g j⟫_ℝ = ∑ k, ⟪b k, v i⟫_ℝ * ⟪b k, v j⟫_ℝ := by
    intro i j
    calc ⟪g i, g j⟫_ℝ = ⟪v i, v j⟫_ℝ := rfl
      _ = _ := by
        rw [← b.sum_inner_mul_inner (v i) (v j)]
        exact Finset.sum_congr rfl fun k _ => by rw [real_inner_comm (v i) (b k)]
  induction m generalizing y with
  | zero =>
    have h : ∑ i, ∑ j, y i * y j * (1 + c * ⟪g i, g j⟫_ℝ) ^ 0 = (∑ i, y i) ^ 2 := by
      simp only [pow_zero, mul_one, sq, Finset.sum_mul_sum]
    rw [h]
    positivity
  | succ m ih =>
    -- one more factor splits into forms of the previous power
    have hs : ∑ k, ∑ i, ∑ j, (y i * ⟪b k, v i⟫_ℝ) * (y j * ⟪b k, v j⟫_ℝ)
          * (1 + c * ⟪g i, g j⟫_ℝ) ^ m
        = ∑ i, ∑ j, y i * y j * ⟪g i, g j⟫_ℝ * (1 + c * ⟪g i, g j⟫_ℝ) ^ m := by
      rw [Finset.sum_comm]
      refine Finset.sum_congr rfl fun i _ => ?_
      rw [Finset.sum_comm]
      refine Finset.sum_congr rfl fun j _ => ?_
      calc _ = y i * y j * (∑ k, ⟪b k, v i⟫_ℝ * ⟪b k, v j⟫_ℝ)
            * (1 + c * ⟪g i, g j⟫_ℝ) ^ m := by
            rw [Finset.mul_sum, Finset.sum_mul]
            exact Finset.sum_congr rfl fun k _ => by ring
        _ = _ := by rw [← hG i j]
    have h0 := add_nonneg (ih y) (mul_nonneg hc (Finset.sum_nonneg fun k _ =>
      ih (fun i => y i * ⟪b k, v i⟫_ℝ)))
    rw [hs, Finset.mul_sum, ← Finset.sum_add_distrib] at h0
    refine h0.trans_eq (Finset.sum_congr rfl fun i _ => ?_)
    rw [Finset.mul_sum, ← Finset.sum_add_distrib]
    exact Finset.sum_congr rfl fun j _ => by ring

end

end GramPowNonneg
```

The error:

```
Main.lean:20:2: warning: Try this: 
  haveI̵

The goal is a proposition, so `have` is preferred over `haveI`.
The difference between `have` and `haveI` is that `haveI` inlines the value.
But this is not relevant for proofs because of proof irrelevance.

Note: This linter can be disabled with `set_option linter.style.haveILetI false`
Main.lean:49:15: error: don't know how to synthesize implicit argument `b`
  @add_nonneg ℝ Real.instAddMonoid.toAddZeroClass Real.instPreorder IsOrderedAddMonoid.toAddLeftMono
    (∑ i, ∑ j, y i * y j * (1 + c * ⟪g i, g j⟫_ℝ) ^ m)
    (c * ∑ i ∈ ?m.518, ∑ i_1, ∑ j, y i_1 * ⟪b i, v i_1⟫_ℝ * (y j * ⟪b i, v j⟫_ℝ) * (1 + c * ⟪g i_1, g j⟫_ℝ) ^ m) (ih y)
    (mul_nonneg hc (Finset.sum_nonneg fun k x => ih fun i => y i * ⟪b k, v i⟫_ℝ))
context:
n : Type u_1
E : Type u_2
inst✝² : NormedAddCommGroup E
inst✝¹ : InnerProductSpace ℝ E
inst✝ : Fintype n
g : n → E
c : ℝ
hc : 0 ≤ c
S : Submodule ℝ E := ⋯
this : FiniteDimensional ℝ ↥S
b : OrthonormalBasis (Fin (Module.finrank ℝ ↥S)) ℝ ↥S := ⋯
v : n → ↥S := ⋯
hG : ∀ (i j : n), ⟪g i, g j⟫_ℝ = ∑ k, ⟪b k, v i⟫_ℝ * ⟪b k, v j⟫_ℝ
m : ℕ
ih : ∀ (y : n → ℝ), 0 ≤ ∑ i, ∑ j, y i * y j * (1 + c * ⟪g i, g j⟫_ℝ) ^ m
y : n → ℝ
hs :
  ∑ k, ∑ i, ∑ j, y i * ⟪b k, v i⟫_ℝ * (y j * ⟪b k, v j⟫_ℝ) * (1 + c * ⟪g i, g j⟫_ℝ) ^ m =
    ∑ i, ∑ j, y i * y j * ⟪g i, g j⟫_ℝ * (1 + c * ⟪g i, g j⟫_ℝ) ^ m
⊢ ℝ
Main.lean:49:34: error: don't know how to synthesize implicit argument `b`
  @mul_nonneg ℝ instMulZeroClassOfSemiring c
    (∑ i ∈ ?m.518, ∑ i_1, ∑ j, y i_1 * ⟪b i, v i_1⟫_ℝ * (y j * ⟪b i, v j⟫_ℝ) * (1 + c * ⟪g i_1, g j⟫_ℝ) ^ m)
    Real.instPreorder Real.instIsOrderedRing.toPosMulMono hc
    (Finset.sum_nonneg fun k x => ih fun i => y i * ⟪b k, v i⟫_ℝ)
context:
n : Type u_1
E : Type u_2
inst✝² : NormedAddCommGroup E
inst✝¹ : InnerProductSpace ℝ E
inst✝ : Fintype n
g : n → E
c : ℝ
hc : 0 ≤ c
S : Submodule ℝ E := ⋯
this : FiniteDimensional ℝ ↥S
b : OrthonormalBasis (Fin (Module.finrank ℝ ↥S)) ℝ ↥S := ⋯
v : n → ↥S := ⋯
hG : ∀ (i j : n), ⟪g i, g j⟫_ℝ = ∑ k, ⟪b k, v i⟫_ℝ * ⟪b k, v j⟫_ℝ
m : ℕ
ih : ∀ (y : n → ℝ), 0 ≤ ∑ i, ∑ j, y i * y j * (1 + c * ⟪g i, g j⟫_ℝ) ^ m
y : n → ℝ
hs :
  ∑ k, ∑ i, ∑ j, y i * ⟪b k, v i⟫_ℝ * (y j * ⟪b k, v j⟫_ℝ) * (1 + c * ⟪g i, g j⟫_ℝ) ^ m =
    ∑ i, ∑ j, y i * y j * ⟪g i, g j⟫_ℝ * (1 + c * ⟪g i, g j⟫_ℝ) ^ m
⊢ ℝ
Main.lean:49:49: error: don't know how to synthesize implicit argument `s`
  @Finset.sum_nonneg (Fin (Module.finrank ℝ ↥S)) ℝ Real.instAddCommMonoid Real.instPreorder
    (fun k => ∑ i, ∑ j, y i * ⟪b k, v i⟫_ℝ * (y j * ⟪b k, v j⟫_ℝ) * (1 + c * ⟪g i, g j⟫_ℝ) ^ m) ?m.518
    IsOrderedAddMonoid.toAddLeftMono fun k x => ih fun i => y i * ⟪b k, v i⟫_ℝ
context:
n : Type u_1
E : Type u_2
inst✝² : NormedAddCommGroup E
inst✝¹ : InnerProductSpace ℝ E
inst✝ : Fintype n
g : n → E
c : ℝ
hc : 0 ≤ c
S : Submodule ℝ E := ⋯
this : FiniteDimensional ℝ ↥S
b : OrthonormalBasis (Fin (Module.finrank ℝ ↥S)) ℝ ↥S := ⋯
v : n → ↥S := ⋯
hG : ∀ (i j : n), ⟪g i, g j⟫_ℝ = ∑ k, ⟪b k, v i⟫_ℝ * ⟪b k, v j⟫_ℝ
m : ℕ
ih : ∀ (y : n → ℝ), 0 ≤ ∑ i, ∑ j, y i * y j * (1 + c * ⟪g i, g j⟫_ℝ) ^ m
y : n → ℝ
hs :
  ∑ k, ∑ i, ∑ j, y i * ⟪b k, v i⟫_ℝ * (y j * ⟪b k, v j⟫_ℝ) * (1 + c * ⟪g i, g j⟫_ℝ) ^ m =
    ∑ i, ∑ j, y i * y j * ⟪g i, g j⟫_ℝ * (1 + c * ⟪g i, g j⟫_ℝ) ^ m
⊢ Finset (Fin (Module.finrank ℝ ↥S))
Main.lean:49:73: error(lean.inferBinderTypeFailed): Failed to infer binder type
Main.lean:49:9: error: failed to infer `have` declaration type
```

What went wrong. The errors have one source: in `h0`, Lean cannot tell over which finite set `Finset.sum_nonneg` is to sum. The function passed to it fixes the summand and the type of the index `k`, but not the set `s`. The unnamed binder `_` stands for a proof that `k` lies in `s`, so its type cannot be inferred either. As `h0` has no stated type, nothing else supplies `s`; the later rewrite with `hs` comes too late, since the `have` must be elaborated first. The complaints about `b` in `add_nonneg` and `mul_nonneg` concern those lemmas' implicit arguments, not the orthonormal basis `b`: their values contain the sum over the unknown set.

Writing `(s := Finset.univ)` makes the sum run over all basis indices, which settles all these arguments and gives the sum that `hs` rewrites. The moved line break is mere tidying, as is the change from `haveI` to `have`, which answers a style warning.

After these edits no error is left:

```diff
@@ -18,5 +18,5 @@
   -- coordinates of the displacements in an orthonormal basis of their span
   let S := Submodule.span ℝ (Set.range g)
-  haveI : FiniteDimensional ℝ S := FiniteDimensional.span_of_finite ℝ (Set.finite_range g)
+  have : FiniteDimensional ℝ S := FiniteDimensional.span_of_finite ℝ (Set.finite_range g)
   let b := stdOrthonormalBasis ℝ S
   let v : n → S := fun i => ⟨g i, Submodule.subset_span ⟨i, rfl⟩⟩
@@ -47,6 +47,6 @@
             exact Finset.sum_congr rfl fun k _ => by ring
         _ = _ := by rw [← hG i j]
-    have h0 := add_nonneg (ih y) (mul_nonneg hc (Finset.sum_nonneg fun k _ =>
-      ih (fun i => y i * ⟪b k, v i⟫_ℝ)))
+    have h0 := add_nonneg (ih y) (mul_nonneg hc (Finset.sum_nonneg (s := Finset.univ)
+      fun k _ => ih (fun i => y i * ⟪b k, v i⟫_ℝ)))
     rw [hs, Finset.mul_sum, ← Finset.sum_add_distrib] at h0
     refine h0.trans_eq (Finset.sum_congr rfl fun i _ => ?_)
```
